# Hermitian trace-one matrices of purity at most \(1/(d-1)\) are positive semidefinite

The matrix \(M=\mathrm{diag}(2/3,\,2/3,\,-1/3)\) is Hermitian, has trace one, and has \(\operatorname{Tr}M^2=1\), the value for a pure state. Yet it assigns probability \(-1/3\) to finding the system in the third level. Linear inversion of tomographic data can produce such matrices, and so can the partial transpose of an entangled state. In general, neither the trace nor the purity reveals the negative eigenvalue.

Below a certain purity, however, it cannot occur. Let \(M\) be a Hermitian \(d\times d\) matrix with \(\operatorname{Tr}M=1\) and
\[
(d-1)\operatorname{Tr}M^2\le 1 .
\]
Then \(M\) is positive semidefinite. If \(M\) acts on a bipartite system of total dimension \(d\), its partial transpose is positive semidefinite as well. So a finite-dimensional bipartite state that satisfies this bound has no entanglement that the partial-transpose criterion can detect.

## Cauchy–Schwarz against a complementary projector

For Hermitian \(C\), \(\operatorname{Tr}C^2=\sum_{ij}|C_{ij}|^2\ge 0\). Take \(C=A+tB\) with \(A,B\) Hermitian and \(t\) real:
\[
0\le \operatorname{Tr}(A+tB)^2=t^2\operatorname{Tr}B^2+2t\operatorname{Tr}AB+\operatorname{Tr}A^2 .
\]
This holds for all \(t\), so the discriminant is not positive, which gives
\[
(\operatorname{Tr}AB)^2\le\operatorname{Tr}A^2\,\operatorname{Tr}B^2 .
\]

Now let \(x\) be any vector, and write \(s=\langle x,x\rangle\), \(q=\langle x,Mx\rangle\) and \(V=|x\rangle\langle x|\). The number \(q\) is real because \(M\) is Hermitian. We have \(V^2=sV\) and \(\operatorname{Tr}V=s\), so
\[
(s\mathbb 1-V)^2=s^2\mathbb 1-2sV+sV=s^2\mathbb 1-sV,\qquad
\operatorname{Tr}(s\mathbb 1-V)^2=(d-1)s^2 .
\]
Also \(\operatorname{Tr}M(s\mathbb 1-V)=s-q\). Cauchy–Schwarz and the purity bound give
\[
(s-q)^2\le (d-1)s^2\operatorname{Tr}M^2\le s^2 .
\]
If \(q\) were negative, then \(s-q>s\ge0\) and the left side would exceed \(s^2\). Hence \(q\ge0\). For a unit vector, \(s=1\), the matrix \(\mathbb 1-V\) projects onto the complement of \(x\), and the inequality reads \((1-q)^2\le1\).

The bound describes a ball. Since \(\operatorname{Tr}M=1\),
\[
\operatorname{Tr}(M-\mathbb 1/d)^2=\operatorname{Tr}M^2-\frac2d+\frac1d=\operatorname{Tr}M^2-\frac1d ,
\]
so \((d-1)\operatorname{Tr}M^2\le1\) is the same condition as \(d(d-1)\operatorname{Tr}(M-\mathbb 1/d)^2\le1\). For \(d\ge2\) this is a Hilbert–Schmidt ball of radius \(1/\sqrt{d(d-1)}\) around the maximally mixed state.

For a bipartite matrix \(\rho\), the partial transpose \(\rho^\Gamma\) has entries \(\rho^\Gamma_{(i,j),(k,l)}=\rho_{(i,l),(k,j)}\). It is Hermitian if \(\rho\) is, and it has the same diagonal, hence the same trace. Its purity is
\[
\operatorname{Tr}(\rho^\Gamma)^2=\sum_{ijkl}\rho_{(i,l),(k,j)}\,\rho_{(k,j),(i,l)}=\operatorname{Tr}\rho^2 ,
\]
after exchanging the names \(j\) and \(l\). The result for \(M\) therefore applies to \(\rho^\Gamma\) too.

## Two qubits with white noise, and the smallest dimensions

Mix a Bell state of weight \(p\) with white noise of weight \(1-p\). The purity is \((1+3p^2)/4\), and the lowest eigenvalue of the partial transpose is \((1-3p)/4\). Here \(d=4\), so the threshold is \(1/3\). At \(p=0.3\) the purity is \(0.3175\), below the threshold, and the lowest eigenvalue is \(0.025\). At \(p=0.4\) the purity is \(0.37\), above it, and the eigenvalue is \(-0.05\). These numbers are an illustration and have no Lean theorem of their own.

For \(d=2\) the condition is \(\operatorname{Tr}M^2\le1\), which every qubit state satisfies; the ball is the whole Bloch ball. For \(d=1\) the only candidate is \(M=(1)\), and the bound reads \(0\le1\).

## Matrices, purity and partial transpose in Lean

```lean
import Mathlib

open Matrix
open scoped ComplexOrder

namespace MaximallyMixedBall

noncomputable section

variable {m n : Type*} [Fintype m] [Fintype n] [DecidableEq m] [DecidableEq n]
```

The finite types `m` and `n` label basis states; they are not numbers. The dimension \(d\) is `Fintype.card n`, or `Fintype.card (m × n)` for a bipartite system. With the complex order opened here, \(0\le z\) means that \(z\) is real and non-negative.

```lean
/-- The real part of `Tr M²` for a square matrix `M`. If `M` is Hermitian, this is `Tr M²` itself,
the purity. -/
def purity {n : Type*} [Fintype n] (M : Matrix n n ℂ) : ℝ := (M * M).trace.re
```

The name `purity` is used more widely than in textbooks: it applies to any square matrix, including matrices that are not states. For a Hermitian matrix the trace of the square is already real, so taking the real part loses nothing.

```lean
/-- The maximally mixed state `1/d` on a space of dimension `d ≥ 1`. -/
def maximallyMixed (n : Type*) [Fintype n] [DecidableEq n] : Matrix n n ℂ :=
  (((Fintype.card n : ℝ)⁻¹ : ℝ) : ℂ) • 1
```

This is \(\mathbb 1/d\), the centre of the ball.

```lean
/-- The partial transpose on the second factor of a bipartite system. -/
def partialTranspose {m n : Type*} (ρ : Matrix (m × n) (m × n) ℂ) :
    Matrix (m × n) (m × n) ℂ :=
  Matrix.of fun a b => ρ (a.1, b.2) (b.1, a.2)
```

The pairs `a` and `b` are the row and column labels, and their second components are exchanged, as in the formula for \(\rho^\Gamma\).

## The trace inequality

```lean
/-- A real multiple of a Hermitian matrix is Hermitian. -/
theorem isHermitian_real_smul {n : Type*} {A : Matrix n n ℂ} (hA : A.IsHermitian) (t : ℝ) :
    ((t : ℂ) • A).IsHermitian := by
  rw [Matrix.IsHermitian, Matrix.conjTranspose_smul, hA.eq, Complex.star_def,
    Complex.conj_ofReal]
```

This lemma makes \(A+tB\) and \(s\mathbb 1-V\) Hermitian.

```lean
omit [DecidableEq n] in
/-- The Hilbert–Schmidt Cauchy–Schwarz inequality `(Tr AB)² ≤ Tr A² · Tr B²` for Hermitian
matrices. -/
theorem trace_mul_sq_le {A B : Matrix n n ℂ} (hA : A.IsHermitian) (hB : B.IsHermitian) :
    (A * B).trace.re ^ 2 ≤ purity A * purity B := by
  -- the square of a Hermitian matrix has non-negative trace
  have pos : ∀ C : Matrix n n ℂ, C.IsHermitian → 0 ≤ purity C := by
    intro C hC
    simp only [purity, Matrix.trace, Matrix.diag_apply, Matrix.mul_apply, Complex.re_sum]
    refine Finset.sum_nonneg fun i _ => Finset.sum_nonneg fun j _ => ?_
    have h : C j i = star (C i j) := (hC.apply j i).symm
    rw [h, Complex.star_def, Complex.mul_conj, Complex.ofReal_re]
    exact Complex.normSq_nonneg _
  -- so `Tr (A + tB)²`, expanded in powers of `t`, is non-negative for every real `t`
  have h : ∀ t : ℝ, 0 ≤ purity B * (t * t) + (2 * (A * B).trace.re) * t + purity A := by
    intro t
    have h0 := pos _ (hA.add (isHermitian_real_smul hB t))
    have e : purity (A + (t : ℂ) • B)
        = purity B * (t * t) + (2 * (A * B).trace.re) * t + purity A := by
      simp only [purity, Matrix.add_mul, Matrix.mul_add, Matrix.smul_mul, Matrix.mul_smul,
        Matrix.trace_add, Matrix.trace_smul, smul_eq_mul, Complex.add_re,
        Complex.re_ofReal_mul, Matrix.trace_mul_comm B A]
      ring
    rwa [e] at h0
  have hd := discrim_le_zero h
  unfold discrim at hd
  nlinarith
```

The step `pos` writes \(\operatorname{Tr}C^2\) as a sum of squared moduli. The step `h` expands \(\operatorname{Tr}(A+tB)^2\), using cyclicity of the trace to merge the two cross terms. Then `discrim_le_zero` supplies the discriminant inequality.

## Positivity from the purity bound

The hypotheses of the next theorem are hermiticity, unit trace and \((d-1)\operatorname{Tr}M^2\le1\). Positivity is the conclusion, so the theorem applies to matrices not yet known to be states.

```lean
/-- A Hermitian trace-one `d × d` matrix with `(d - 1) Tr M² ≤ 1` is positive semidefinite. -/
theorem posSemidef_of_purity_le {M : Matrix n n ℂ} (hM : M.IsHermitian) (h1 : M.trace = 1)
    (hp : ((Fintype.card n : ℝ) - 1) * purity M ≤ 1) : M.PosSemidef := by
  refine Matrix.PosSemidef.of_dotProduct_mulVec_nonneg hM fun x => ?_
  obtain ⟨s, hs0, hs⟩ : ∃ s : ℝ, 0 ≤ s ∧ star x ⬝ᵥ x = (s : ℂ) := by
    refine ⟨∑ i, Complex.normSq (x i), Finset.sum_nonneg fun i _ => Complex.normSq_nonneg _, ?_⟩
    rw [Complex.ofReal_sum]
    refine Finset.sum_congr rfl fun i _ => ?_
    rw [Pi.star_apply, Complex.star_def, mul_comm, Complex.mul_conj]
  -- `V = |x⟩⟨x|`
  obtain ⟨V, hVdef⟩ : ∃ V : Matrix n n ℂ, ∀ i j, V i j = x i * star (x j) :=
    ⟨Matrix.of fun i j => x i * star (x j), fun _ _ => rfl⟩
  have hV : V.IsHermitian := Matrix.IsHermitian.ext fun i j => by
    rw [hVdef, hVdef, star_mul, star_star]
  have hVV : V * V = (s : ℂ) • V := by
    ext i j
    simp only [Matrix.mul_apply, hVdef, Matrix.smul_apply, smul_eq_mul, ← hs, dotProduct,
      Finset.sum_mul, Pi.star_apply]
    exact Finset.sum_congr rfl fun k _ => by ring
  have hVt : V.trace = (s : ℂ) := by
    simp only [Matrix.trace, Matrix.diag_apply, hVdef, ← hs, dotProduct, Pi.star_apply]
    exact Finset.sum_congr rfl fun k _ => by ring
  have hMV : (M * V).trace = star x ⬝ᵥ M *ᵥ x := by
    simp only [Matrix.trace, Matrix.diag_apply, Matrix.mul_apply, hVdef, Matrix.mulVec,
      dotProduct, Finset.mul_sum, Pi.star_apply]
    exact Finset.sum_congr rfl fun i _ => Finset.sum_congr rfl fun j _ => by ring
  have him : (M * V).trace.im = 0 := by
    apply Complex.conj_eq_iff_im.mp
    rw [← Complex.star_def, ← Matrix.trace_conjTranspose, Matrix.conjTranspose_mul, hV.eq,
      hM.eq, Matrix.trace_mul_comm]
  -- Cauchy–Schwarz for `M` and `s - |x⟩⟨x|`
  have hcs := trace_mul_sq_le hM ((isHermitian_real_smul Matrix.isHermitian_one s).sub hV)
  have hA : purity ((s : ℂ) • (1 : Matrix n n ℂ) - V) = ((Fintype.card n : ℝ) - 1) * s ^ 2 := by
    have e : ((s : ℂ) • (1 : Matrix n n ℂ) - V) * ((s : ℂ) • (1 : Matrix n n ℂ) - V)
        = ((s : ℂ) * s) • (1 : Matrix n n ℂ) - (s : ℂ) • V := by
      simp only [sub_mul, mul_sub, smul_mul_assoc, mul_smul_comm, one_mul, mul_one, hVV]
      module
    have e2 : ((s : ℂ) * s) * (Fintype.card n : ℂ) - (s : ℂ) * s
        = ((((Fintype.card n : ℝ) - 1) * s ^ 2 : ℝ) : ℂ) := by
      push_cast
      ring
    rw [purity, e, Matrix.trace_sub, Matrix.trace_smul, Matrix.trace_smul, Matrix.trace_one,
      hVt, smul_eq_mul, smul_eq_mul, e2, Complex.ofReal_re]
  have hB : (M * ((s : ℂ) • (1 : Matrix n n ℂ) - V)).trace.re = s - (M * V).trace.re := by
    rw [mul_sub, mul_smul_comm, mul_one, Matrix.trace_sub, Matrix.trace_smul, h1, smul_eq_mul,
      mul_one, Complex.sub_re, Complex.ofReal_re]
  rw [hA, hB] at hcs
  have hb := mul_le_mul_of_nonneg_right hp (sq_nonneg s)
  rw [← hMV, Complex.le_def]
  refine ⟨?_, him.symm⟩
  rw [Complex.zero_re]
  by_contra hq
  push Not at hq
  nlinarith [mul_nonneg hs0 (neg_nonneg.mpr hq.le), mul_pos_of_neg_of_neg hq hq]
```

The goal is first reduced to \(0\le\langle x,Mx\rangle\) for an arbitrary, unnormalised `x`. The facts `hVV` and `hVt` are \(V^2=sV\) and \(\operatorname{Tr}V=s\), and `hMV` identifies \(\operatorname{Tr}MV\) with \(q\). Because of the complex order, \(q\) must also be shown to be real, which `him` does by conjugating the trace. The two sides of Cauchy–Schwarz are computed in `hA`, which gives \((d-1)s^2\), and `hB`, which gives \(s-q\). The last lines assume \(q<0\) and reach the contradiction from \(-sq\ge0\) and \(q^2>0\).

```lean
/-- A Hermitian trace-one matrix `M` with `d (d - 1) Tr (M - 1/d)² ≤ 1`, a Hilbert–Schmidt ball
around the maximally mixed state, is positive semidefinite. -/
theorem posSemidef_of_mem_ball {M : Matrix n n ℂ} (hM : M.IsHermitian) (h1 : M.trace = 1)
    (hb : (Fintype.card n : ℝ) * ((Fintype.card n : ℝ) - 1) * purity (M - maximallyMixed n) ≤ 1) :
    M.PosSemidef := by
  have hn : Nonempty n := by
    by_contra h
    rw [not_nonempty_iff] at h
    simp [Matrix.trace] at h1
  have hd : (0 : ℝ) < Fintype.card n := by exact_mod_cast Fintype.card_pos
  -- the squared distance to the centre is `Tr M² - 1/d`
  have e : purity (M - maximallyMixed n) = purity M - (Fintype.card n : ℝ)⁻¹ := by
    have hc : (Fintype.card n : ℂ) ≠ 0 := by exact_mod_cast hd.ne'
    have e1 : ((M - maximallyMixed n) * (M - maximallyMixed n)).trace
        = (M * M).trace - (((Fintype.card n : ℝ)⁻¹ : ℝ) : ℂ) := by
      simp only [maximallyMixed, sub_mul, mul_sub, smul_mul_assoc, mul_smul_comm, one_mul,
        mul_one, Matrix.trace_sub, Matrix.trace_smul, Matrix.trace_one, h1, smul_eq_mul]
      push_cast
      field_simp
      ring
    rw [purity, e1, Complex.sub_re, Complex.ofReal_re, purity]
  refine posSemidef_of_purity_le hM h1 (le_of_mul_le_mul_left ?_ hd)
  rw [e] at hb
  have hi : (Fintype.card n : ℝ) * (Fintype.card n : ℝ)⁻¹ = 1 := mul_inv_cancel₀ hd.ne'
  linear_combination hb + ((Fintype.card n : ℝ) - 1) * hi
```

Here the hypothesis is membership of the ball. Unit trace excludes an empty index type, so \(d>0\). The identity `e` is \(\operatorname{Tr}(M-\mathbb 1/d)^2=\operatorname{Tr}M^2-1/d\), and the rest converts one bound into the other.

## Bipartite systems

```lean
omit [DecidableEq m] [DecidableEq n] in
/-- Partial transposition leaves the purity unchanged. -/
theorem purity_partialTranspose (ρ : Matrix (m × n) (m × n) ℂ) :
    purity (partialTranspose ρ) = purity ρ := by
  simp only [purity, partialTranspose, Matrix.trace, Matrix.diag_apply, Matrix.mul_apply,
    Matrix.of_apply, Fintype.sum_prod_type]
  refine congrArg Complex.re (Finset.sum_congr rfl fun i _ => ?_)
  rw [Finset.sum_comm]
  conv_rhs => rw [Finset.sum_comm]
  exact Finset.sum_congr rfl fun k _ => Finset.sum_comm
```

Reordering the four sums is the exchange of \(j\) and \(l\) made above. The identity holds for every matrix, Hermitian or not.

```lean
/-- A Hermitian trace-one matrix on a bipartite system of total dimension `d` with
`(d - 1) Tr ρ² ≤ 1` is positive semidefinite, and so is its partial transpose. -/
theorem ppt_of_purity_le {ρ : Matrix (m × n) (m × n) ℂ} (hρ : ρ.IsHermitian)
    (h1 : ρ.trace = 1) (hp : ((Fintype.card (m × n) : ℝ) - 1) * purity ρ ≤ 1) :
    ρ.PosSemidef ∧ (partialTranspose ρ).PosSemidef := by
  refine ⟨posSemidef_of_purity_le hρ h1 hp, posSemidef_of_purity_le ?_ h1 ?_⟩
  · exact Matrix.IsHermitian.ext fun a b => hρ.apply _ _
  · rwa [purity_partialTranspose]
```

Both conclusions come from `posSemidef_of_purity_le`, applied once to `ρ` and once to its partial transpose. The trace hypothesis `h1` serves for both, because the diagonals agree by definition. The theorem yields a positive partial transpose; it makes no statement about separability.

To apply it to a laboratory system, one must know that the system stays within the \(d\) levels of the model. Leakage into further levels changes the dimension in the bound.

## The constant in the bound

```lean
/-- For `k ≥ 1` and `ε > 0`, the diagonal matrix of dimension `d = k + 1` with one entry `-ε` and
`k` entries `(1 + ε)/k` has trace one and `(d - 1) Tr M² = (1 + ε)² + k ε²`, and is not positive
semidefinite. -/
theorem purity_bound_sharp (k : ℕ) (hk : 1 ≤ k) (ε : ℝ) (hε : 0 < ε) :
    let M : Matrix (Fin (k + 1)) (Fin (k + 1)) ℂ :=
      Matrix.diagonal fun i => ((if i = 0 then -ε else (1 + ε) / k : ℝ) : ℂ)
    M.IsHermitian ∧ M.trace = 1 ∧ k * purity M = (1 + ε) ^ 2 + k * ε ^ 2 ∧ ¬ M.PosSemidef := by
  intro M
  have hk0 : (k : ℝ) ≠ 0 := by exact_mod_cast (by omega : k ≠ 0)
  refine ⟨?_, ?_, ?_, fun h => ?_⟩
  · refine Matrix.isHermitian_diagonal_of_self_adjoint _ ?_
    exact funext fun i => Complex.conj_ofReal _
  · rw [Matrix.trace_diagonal, ← Complex.ofReal_sum, ← Complex.ofReal_one]
    congr 1
    simp only [Fin.sum_univ_succ, Fin.succ_ne_zero, if_true, if_false, Finset.sum_const,
      Finset.card_univ, Fintype.card_fin, nsmul_eq_mul]
    field_simp
    ring
  · simp only [purity, M, Matrix.diagonal_mul_diagonal, Matrix.trace_diagonal,
      ← Complex.ofReal_mul, ← Complex.ofReal_sum, Complex.ofReal_re]
    simp only [Fin.sum_univ_succ, Fin.succ_ne_zero, if_true, if_false, Finset.sum_const,
      Finset.card_univ, Fintype.card_fin, nsmul_eq_mul]
    field_simp
    ring
  · have h0 := (Complex.le_def.mp (Matrix.posSemidef_diagonal_iff.mp h 0)).1
    rw [if_pos rfl, Complex.ofReal_re, Complex.zero_re] at h0
    linarith

end

end MaximallyMixedBall
```

With \(d=k+1\), this family has one negative entry \(-\varepsilon\), and
\[
(d-1)\operatorname{Tr}M^2=(1+\varepsilon)^2+k\varepsilon^2 .
\]
The right side tends to \(1\) as \(\varepsilon\to0\), so in no dimension \(d\ge2\) can the constant \(1\) in the positivity theorem be replaced by a larger one. The matrix \(\mathrm{diag}(2/3,2/3,-1/3)\) is the case \(k=2\), \(\varepsilon=1/3\), up to the order of the entries.

The trace and the purity are found by splitting off the entry with index `0` and summing the `k` equal ones. Positivity fails because a positive semidefinite diagonal matrix has non-negative entries.

```lean
#print axioms MaximallyMixedBall.posSemidef_of_purity_le
#print axioms MaximallyMixedBall.posSemidef_of_mem_ball
#print axioms MaximallyMixedBall.ppt_of_purity_le
#print axioms MaximallyMixedBall.purity_bound_sharp
```

```
'MaximallyMixedBall.posSemidef_of_purity_le' depends on axioms: [propext, Classical.choice, Quot.sound]
'MaximallyMixedBall.posSemidef_of_mem_ball' depends on axioms: [propext, Classical.choice, Quot.sound]
'MaximallyMixedBall.ppt_of_purity_le' depends on axioms: [propext, Classical.choice, Quot.sound]
'MaximallyMixedBall.purity_bound_sharp' depends on axioms: [propext, Classical.choice, Quot.sound]
```
